# Gaussian vertical gaps: reweighting shifts the mean by −bv and gives the reorganization energy bv/2

Let E₀ and E₁ be the energies of the initial and final charge states at the same nuclear positions. Suppose that the vertical energy gap x = E₁ − E₀, for classical nuclei sampled canonically at temperature T in the initial charge state, has a Gaussian density p₀ with mean m and variance v > 0, and let b = 1/(k_B T) > 0. Then the normalized density proportional to p₀(x) exp(−bx), which is the gap density in the final charge state, is Gaussian with variance v and mean m − bv. The free energy difference is ΔA = m − bv/2, and half the difference of the two mean gaps is the reorganization energy λ = bv/2. In simulations of electron transfer with Gaussian gap statistics, λ can therefore be obtained from the mean gaps in two charge states or from the gap variance in one.

## Quantities defined for a general gap density

```lean
import Mathlib

open MeasureTheory ProbabilityTheory
open scoped NNReal

namespace GaussianGapReweighting

noncomputable section
```

This loads the mathematical library Mathlib and makes the notation `ℝ≥0` available for the nonnegative real numbers.

```lean
/-- The average of the Boltzmann factor `exp (-b x)` of the vertical gap over the density `p`. -/
def boltzmannAverage (b : ℝ) (p : ℝ → ℝ) : ℝ := ∫ x, p x * Real.exp (-b * x)
```

In ordinary notation, with p a function from real numbers to real numbers,

Z = ∫ p(x) exp(−bx) dx.

For classical nuclei sampled canonically in the initial state, Z is the ratio of the final to the initial partition function.

```lean
/-- The gap density of the final state: `p` reweighted by `exp (-b x)` and normalized. -/
def reweight (b : ℝ) (p : ℝ → ℝ) (x : ℝ) : ℝ :=
  p x * Real.exp (-b * x) / boltzmannAverage b p
```

This is p₁(x) = p(x) exp(−bx)/Z. Calling it the gap density of the final state relies on the same sampling assumption: changing the charge state multiplies each configuration's Boltzmann weight by exp(−bx).

```lean
/-- The free energy of the final state minus that of the initial state,
at inverse temperature `b`. -/
def freeEnergyDiff (b : ℝ) (p : ℝ → ℝ) : ℝ := -Real.log (boltzmannAverage b p) / b
```

The free energy difference, final minus initial, is ΔA = −ln Z / b.

```lean
/-- The mean vertical gap for the density `p`. -/
def meanGap (p : ℝ → ℝ) : ℝ := ∫ x, p x * x
```

The mean gap is ⟨x⟩ = ∫ p(x) x dx, for a normalized p.

```lean
/-- The variance of the vertical gap for the density `p`. -/
def gapVariance (p : ℝ → ℝ) : ℝ := ∫ x, p x * (x - meanGap p) ^ 2
```

The variance is ∫ p(x) (x − ⟨x⟩)² dx.

```lean
/-- Reorganization energy after a vertical transition from the initial state:
the mean gap there minus the free energy difference. -/
def reorgInitial (b : ℝ) (p : ℝ → ℝ) : ℝ := meanGap p - freeEnergyDiff b p
```

A vertical transition from the initial state costs ⟨x⟩₀ on average. Subtracting ΔA leaves the free energy released when the nuclei relax in the new charge state: λ₀ = ⟨x⟩₀ − ΔA.

```lean
/-- Reorganization energy after a vertical transition from the final state:
the free energy difference minus the mean gap there. -/
def reorgFinal (b : ℝ) (p : ℝ → ℝ) : ℝ := freeEnergyDiff b p - meanGap (reweight b p)
```

The reverse transition gives λ₁ = ΔA − ⟨x⟩₁. Neither definition presupposes a Gaussian, or that λ₀ and λ₁ agree.

```lean
/-- The free energy curve of the initial state along the gap coordinate. -/
def initialCurve (b : ℝ) (p : ℝ → ℝ) (x : ℝ) : ℝ := -Real.log (p x) / b
```

The initial free energy curve is F₀(x) = −ln p(x) / b.

```lean
/-- The free energy curve of the final state along the gap coordinate,
offset by the free energy difference. -/
def finalCurve (b : ℝ) (p : ℝ → ℝ) (x : ℝ) : ℝ :=
  freeEnergyDiff b p - Real.log (reweight b p x) / b
```

The final curve is F₁(x) = ΔA − ln p₁(x) / b. The offset ΔA puts both curves on a common scale.

## Completing the square

```lean
/-- A Gaussian times a Boltzmann factor is a constant times a Gaussian of the same variance
with its mean shifted by `-b v`. -/
theorem gaussian_mul_boltzmann (m b : ℝ) {v : ℝ≥0} (hv : 0 < v) (x : ℝ) :
    gaussianPDFReal m v x * Real.exp (-b * x) =
      Real.exp (-b * m + b ^ 2 * v / 2) * gaussianPDFReal (m - b * v) v x := by
  have hv' : (v : ℝ) ≠ 0 := by exact_mod_cast hv.ne'
  -- complete the square in the exponent
  have h : Real.exp (-(x - m) ^ 2 / (2 * v)) * Real.exp (-b * x) =
      Real.exp (-b * m + b ^ 2 * v / 2) *
        Real.exp (-(x - (m - b * v)) ^ 2 / (2 * v)) := by
    rw [← Real.exp_add, ← Real.exp_add]
    congr 1
    field_simp
    ring
  simp only [gaussianPDFReal]
  linear_combination (Real.sqrt (2 * Real.pi * v))⁻¹ * h
```

The theorem says that, for every x,

p₀(x) exp(−bx) = exp(−bm + b²v/2) · g(x),

where g is the Gaussian density with mean m − bv and variance v. By hand, combine the exponents:

−(x − m)²/(2v) − bx
= −[x² − 2(m − bv)x + m²]/(2v)
= −(x − (m − bv))²/(2v) − [m² − (m − bv)²]/(2v)
= −(x − (m − bv))²/(2v) − bm + b²v/2.

In Lean, `gaussianPDFReal m v` is the normalized Gaussian density; its second argument is the variance, not the standard deviation. The intermediate statement `h` is the identity between exponentials. There `field_simp` clears the denominators and `ring` checks the remaining algebra. The last line multiplies `h` by the common prefactor 1/√(2πv).

```lean
/-- The Boltzmann factor averaged over a Gaussian gap density is
`exp (-b m + b² v / 2)`. -/
theorem boltzmannAverage_gaussian (m b : ℝ) {v : ℝ≥0} (hv : 0 < v) :
    boltzmannAverage b (gaussianPDFReal m v) = Real.exp (-b * m + b ^ 2 * v / 2) := by
  unfold boltzmannAverage
  simp_rw [gaussian_mul_boltzmann m b hv]
  rw [integral_const_mul, integral_gaussianPDFReal_eq_one _ hv.ne', mul_one]
```

Integrate the previous identity over x. The constant comes out of the integral and g integrates to one, so

Z = exp(−bm + b²v/2).

The proof makes these same two moves.

```lean
/-- The Gaussian gap density with parameters `m` and `v` has mean `m` and variance `v`. -/
theorem gaussian_moments (m : ℝ) {v : ℝ≥0} (hv : 0 < v) :
    meanGap (gaussianPDFReal m v) = m ∧ gapVariance (gaussianPDFReal m v) = v := by
  have hmean : meanGap (gaussianPDFReal m v) = m := by
    have h := integral_gaussianReal_eq_integral_smul (μ := m) (f := fun x : ℝ => x) hv.ne'
    simp only [smul_eq_mul, integral_id_gaussianReal] at h
    exact h.symm
  refine ⟨hmean, ?_⟩
  have h := integral_gaussianReal_eq_integral_smul (μ := m)
    (f := fun x : ℝ => (x - m) ^ 2) hv.ne'
  have hV := variance_fun_id_gaussianReal (μ := m) (v := v)
  rw [variance_eq_integral measurable_id'.aemeasurable] at hV
  simp only [integral_id_gaussianReal] at hV
  simp only [smul_eq_mul] at h
  unfold gapVariance
  rw [hmean]
  exact h.symm.trans hV
```

The parameters m and v are indeed the mean and variance as defined above. By hand, set y = x − m. The integral of y times the density vanishes by symmetry, so the mean is m. Since y p₀ = −v dp₀/dy, integration by parts gives ∫ y² p₀ dy = v ∫ p₀ dy = v. Lean takes both moments from Mathlib, where they are stated for the Gaussian probability measure, and converts them into integrals over the density.

## The shifted Gaussian and its reorganization energy

```lean
/-- For a Gaussian gap density of mean `m` and variance `v`, the reweighted density is Gaussian
with mean `m - b v` and variance `v`, and the free energy difference is `m - b v / 2`. Half the
difference of the mean gaps is `b v / 2`, and so are both reorganization energies. -/
theorem gaussian_gap_reweighting (m : ℝ) {b : ℝ} (hb : 0 < b) {v : ℝ≥0} (hv : 0 < v) :
    let p₀ := gaussianPDFReal m v
    let p₁ := reweight b p₀
    p₁ = gaussianPDFReal (m - b * v) v ∧
    meanGap p₁ = m - b * v ∧ gapVariance p₁ = v ∧
    freeEnergyDiff b p₀ = m - b * v / 2 ∧
    (meanGap p₀ - meanGap p₁) / 2 = b * v / 2 ∧
    reorgInitial b p₀ = b * v / 2 ∧ reorgFinal b p₀ = b * v / 2 := by
  intro p₀ p₁
  have h₁ : reweight b (gaussianPDFReal m v) = gaussianPDFReal (m - b * v) v := by
    funext x
    unfold reweight
    rw [boltzmannAverage_gaussian m b hv, gaussian_mul_boltzmann m b hv]
    exact mul_div_cancel_left₀ _ (Real.exp_ne_zero _)
  have hA : freeEnergyDiff b (gaussianPDFReal m v) = m - b * v / 2 := by
    unfold freeEnergyDiff
    rw [boltzmannAverage_gaussian m b hv, Real.log_exp, div_eq_iff hb.ne']
    ring
  obtain ⟨hm₀, -⟩ := gaussian_moments m hv
  obtain ⟨hm₁, hv₁⟩ := gaussian_moments (m - b * v) hv
  rw [← h₁] at hm₁ hv₁
  refine ⟨h₁, hm₁, hv₁, hA, ?_, ?_, ?_⟩
  · change (meanGap (gaussianPDFReal m v) -
      meanGap (reweight b (gaussianPDFReal m v))) / 2 = _
    rw [hm₀, hm₁]
    ring
  · change meanGap (gaussianPDFReal m v) - freeEnergyDiff b (gaussianPDFReal m v) = _
    rw [hm₀, hA]
    ring
  · change freeEnergyDiff b (gaussianPDFReal m v) -
      meanGap (reweight b (gaussianPDFReal m v)) = _
    rw [hA, hm₁]
    ring
```

The `let` lines name the two densities, and `∧` means "and". The hypotheses are b > 0 and v > 0; m may have either sign. The conclusions follow in order:

p₁ = p₀ exp(−bx)/Z = g,
⟨x⟩₁ = m − bv, with variance v,
ΔA = −(−bm + b²v/2)/b = m − bv/2,
(⟨x⟩₀ − ⟨x⟩₁)/2 = [m − (m − bv)]/2 = bv/2,
λ₀ = m − (m − bv/2) = bv/2,
λ₁ = (m − bv/2) − (m − bv) = bv/2.

In the proof, `h₁` identifies the reweighted density by cancelling Z, and `hA` takes the logarithm. The moment theorem is then used twice, once for each Gaussian. The last three bullets are the subtractions above.

The Gaussian form of p₀ is a hypothesis. It stands for a linear response of the nuclei to the change of charge, and is not derived here from a microscopic model.

## Free energy curves and the Marcus barrier

```lean
/-- If `b` and the Boltzmann average of `p` are positive, the final free energy curve minus the
initial one equals the gap `x` wherever `p x` is positive. Here `p` need not be Gaussian. -/
theorem linear_gap_relation {b : ℝ} (hb : 0 < b) {p : ℝ → ℝ} {x : ℝ} (hp : 0 < p x)
    (hZ : 0 < boltzmannAverage b p) : finalCurve b p x - initialCurve b p x = x := by
  unfold finalCurve initialCurve freeEnergyDiff reweight
  rw [Real.log_div (mul_pos hp (Real.exp_pos _)).ne' hZ.ne',
    Real.log_mul hp.ne' (Real.exp_ne_zero _), Real.log_exp]
  have hb' := hb.ne'
  field_simp
  ring
```

Here p need not be Gaussian. The theorem asks only for b > 0, p(x) > 0 at the point considered, and Z > 0. The last condition also ensures that the integral for Z converges, since Lean assigns the value zero to an integral that does not. Expanding the logarithm of p₁ gives

F₁(x) − F₀(x) = ΔA − [ln p(x) − bx − ln Z]/b + ln p(x)/b
= ΔA + x + ln Z / b
= x,

because ΔA = −ln Z / b. The Lean proof splits the logarithms of the quotient and the product in the same way.

```lean
/-- For a Gaussian gap density the initial free energy curve is a parabola about the mean gap
with curvature `1 / (b v)`. -/
theorem initialCurve_parabola (m : ℝ) {b : ℝ} (hb : 0 < b) {v : ℝ≥0} (hv : 0 < v) (x : ℝ) :
    initialCurve b (gaussianPDFReal m v) x - initialCurve b (gaussianPDFReal m v) m =
      (x - m) ^ 2 / (2 * b * v) := by
  have hv' : (0 : ℝ) < v := by exact_mod_cast hv
  have hc : 0 < Real.sqrt (2 * Real.pi * v) :=
    Real.sqrt_pos.mpr (mul_pos (mul_pos two_pos Real.pi_pos) hv')
  obtain ⟨L, hL⟩ : ∃ L : ℝ, ∀ y, Real.log (gaussianPDFReal m v y) =
      L + -(y - m) ^ 2 / (2 * v) := by
    refine ⟨Real.log (Real.sqrt (2 * Real.pi * v))⁻¹, fun y => ?_⟩
    simp only [gaussianPDFReal]
    rw [Real.log_mul (inv_pos.mpr hc).ne' (Real.exp_ne_zero _), Real.log_exp]
  unfold initialCurve
  rw [hL, hL]
  have hb' := hb.ne'
  have hv'' := hv'.ne'
  field_simp
  ring
```

For a Gaussian, ln p₀(x) = L − (x − m)²/(2v), with L independent of x. Hence

F₀(x) − F₀(m) = (x − m)²/(2bv),

a parabola with second derivative 1/(bv). The proof first establishes the formula with L, and L then cancels in the difference.

```lean
/-- For a Gaussian gap density the two free energy curves cross only at zero gap, and the
barrier from the mean gap to the crossing is the Marcus expression `(λ + ΔA)² / (4 λ)`. -/
theorem marcus_barrier (m : ℝ) {b : ℝ} (hb : 0 < b) {v : ℝ≥0} (hv : 0 < v) :
    let p₀ := gaussianPDFReal m v
    (∀ x, finalCurve b p₀ x = initialCurve b p₀ x ↔ x = 0) ∧
    initialCurve b p₀ 0 - initialCurve b p₀ m =
      (reorgInitial b p₀ + freeEnergyDiff b p₀) ^ 2 / (4 * reorgInitial b p₀) := by
  intro p₀
  constructor
  · intro x
    have hZ : 0 < boltzmannAverage b p₀ := by
      rw [boltzmannAverage_gaussian m b hv]
      exact Real.exp_pos _
    have h := linear_gap_relation hb (gaussianPDFReal_pos m v x hv.ne') hZ
    constructor <;> intro hx <;> linarith
  · obtain ⟨-, -, -, hA, -, hR, -⟩ := gaussian_gap_reweighting m hb hv
    rw [initialCurve_parabola m hb hv, hR, hA]
    have h₁ : b * (v : ℝ) / 2 + (m - b * v / 2) = m := by ring
    have h₂ : 4 * (b * (v : ℝ) / 2) = 2 * b * v := by ring
    rw [h₁, h₂, zero_sub, neg_sq]

end

end GaussianGapReweighting
```

The symbol `↔` means "if and only if". Since F₁ − F₀ = x, the curves meet exactly at x = 0. The parabola gives the height of that crossing above the initial minimum:

F₀(0) − F₀(m) = m²/(2bv).

With λ = bv/2 we have λ + ΔA = m and 4λ = 2bv, so the height equals (λ + ΔA)²/(4λ). In the proof, `h₁` and `h₂` are these two substitutions.

This is the Marcus activation free energy for a single pair of charge states. A rate constant would also need a prefactor, and at a metal electrode a sum over the electronic levels of the metal.

```lean
#print axioms GaussianGapReweighting.gaussian_gap_reweighting
#print axioms GaussianGapReweighting.marcus_barrier
```

```
'GaussianGapReweighting.gaussian_gap_reweighting' depends on axioms: [propext, Classical.choice, Quot.sound]
'GaussianGapReweighting.marcus_barrier' depends on axioms: [propext, Classical.choice, Quot.sound]
```
